# The precession signal cos(t cos p), averaged over a uniform phase p, is given by the power series of J₀(t)

A precession signal cos(t x) is taken in a field x = cos p of unit amplitude, and averaged with equal weight over the phase p from 0 to 2π. The theorem `phase_average_hasSum` says that for every real t the series with terms (−1)^m (t/2)^(2m) / (m!)², which is the power series of the Bessel function J₀(t), converges to this average. The attempt expands the cosine in powers of the field and integrates term by term, which dominated convergence allows because the terms are bounded by those of the series of cosh t. It then divides by 2π and uses the known even moments of the cosine to identify each term.

Lean 4 with Mathlib refuses this proof:

```lean
import Mathlib

open Real Filter Topology
open scoped Nat

namespace PhaseAverageHasSum

noncomputable section

/-- The coefficient of `x ^ (2 m)` in the expansion of `cos (t x)`. -/
def cosCoeff (t : ℝ) (m : ℕ) : ℝ := (-1) ^ m * t ^ (2 * m) / ((2 * m)! : ℝ)

/-- The precession signal `cos (t x)` is the sum of its power series in the field `x`. -/
theorem hasSum_precession (t x : ℝ) :
    HasSum (fun m => cosCoeff t m * x ^ (2 * m)) (cos (t * x)) := by
  convert Real.hasSum_cos (t * x) using 1
  funext m
  rw [cosCoeff, mul_pow]
  ring

/-- The coefficient `cosCoeff t m` times any real `y` with `|y| ≤ 1` is bounded in absolute value by
the corresponding term of the series of `cosh t`. -/
theorem abs_cosCoeff_mul_le (t : ℝ) (m : ℕ) {y : ℝ} (hy : |y| ≤ 1) :
    |cosCoeff t m * y| ≤ t ^ (2 * m) / ((2 * m)! : ℝ) := by
  have h0 : 0 ≤ t ^ (2 * m) / ((2 * m)! : ℝ) :=
    div_nonneg ((even_two_mul m).pow_nonneg t) (by positivity)
  have h1 : cosCoeff t m * y = (-1) ^ m * (t ^ (2 * m) / ((2 * m)! : ℝ) * y) := by
    rw [cosCoeff]
    ring
  rw [h1, abs_mul, abs_pow, abs_neg, abs_one, one_pow, one_mul, abs_mul, abs_of_nonneg h0]
  exact mul_le_of_le_one_right h0 hy

/-- The even moments of the cosine over a full period are `(2m)! / (4 ^ m (m!) ^ 2)`. -/
theorem cos_moment (m : ℕ) :
    (∫ p in (0 : ℝ)..2 * π, cos p ^ (2 * m)) / (2 * π)
      = ((2 * m)! : ℝ) / (4 ^ m * (m ! : ℝ) ^ 2) := by
  induction m with
  | zero =>
    rw [div_eq_iff (by positivity)]
    simp
  | succ m ih =>
    have hf : ((2 * m + 2)! : ℝ) = (2 * m + 2) * (2 * m + 1) * ((2 * m)! : ℝ) := by
      rw [show 2 * m + 2 = (2 * m + 1) + 1 from rfl, Nat.factorial_succ, Nat.factorial_succ]
      push_cast
      ring
    have hg : ((m + 1)! : ℝ) = (m + 1) * (m ! : ℝ) := by
      rw [Nat.factorial_succ]
      push_cast
      ring
    -- the boundary terms of the recursion vanish over a full period
    rw [show 2 * (m + 1) = 2 * m + 2 by ring, integral_cos_pow]
    simp only [Real.sin_two_pi, Real.sin_zero, mul_zero, sub_zero, zero_div, zero_add]
    rw [mul_div_assoc, ih, hf, hg]
    push_cast
    rw [div_mul_div_comm, div_eq_div_iff (by positivity) (by positivity)]
    ring

/-- Averaging one term of the precession series over the phase gives one term of `J₀`. -/
theorem cosCoeff_mul_moment (t : ℝ) (m : ℕ) :
    cosCoeff t m * ((∫ p in (0 : ℝ)..2 * π, cos p ^ (2 * m)) / (2 * π))
      = (-1) ^ m * (t / 2) ^ (2 * m) / (m ! : ℝ) ^ 2 := by
  have h2 : (2 : ℝ) ^ (2 * m) = 4 ^ m := by
    rw [pow_mul]
    norm_num
  rw [cos_moment, cosCoeff, div_pow, h2]
  field_simp

/-- The average of `cos (t cos p)` over a full period is the sum of the convergent power
series of `J₀ (t)`. -/
theorem phase_average_hasSum (t : ℝ) :
    HasSum (fun m : ℕ => (-1) ^ m * (t / 2) ^ (2 * m) / (m ! : ℝ) ^ 2)
      ((∫ p in (0 : ℝ)..2 * π, cos (t * cos p)) / (2 * π)) := by
  have h : HasSum (fun m : ℕ => ∫ p in (0 : ℝ)..2 * π, cosCoeff t m * cos p ^ (2 * m))
      (∫ p in (0 : ℝ)..2 * π, cos (t * cos p)) := by
    refine intervalIntegral.hasSum_integral_of_dominated_convergence
      (fun m _ => t ^ (2 * m) / ((2 * m)! : ℝ)) (fun m => ?_) (fun m => ?_) ?_ ?_ ?_
    · exact Continuous.aestronglyMeasurable (by fun_prop)
    · refine Eventually.of_forall fun p _ => abs_cosCoeff_mul_le t m ?_
      rw [abs_pow]
      exact pow_le_one₀ (abs_nonneg _) (abs_cos_le_one p)
    · exact Eventually.of_forall fun _ _ => (Real.hasSum_cosh t).summable
    · exact intervalIntegrable_const
    · exact Eventually.of_forall fun p _ => hasSum_precession t (cos p)
  convert h.div_const (2 * π) using 1
  funext m
  rw [intervalIntegral.integral_const_mul, mul_div_assoc, cosCoeff_mul_moment]

end

end PhaseAverageHasSum
```

The compiler's answer:

```
Main.lean:85:2: error: Tactic `apply` failed: could not unify the conclusion of `@funext`
  ?f = ?g
with the goal
  instAddCommMonoid = Field.toSemifield.toDivisionSemiring.toAddCommMonoid

Note: The full type of `@funext` is
  ∀ {α : Sort ?u.157} {β : α → Sort ?u.156} {f g : (x : α) → β x}, (∀ (x : α), f x = g x) → f = g

case e'_3
t : ℝ
h : HasSum (fun m => ∫ (p : ℝ) in 0..2 * π, cosCoeff t m * cos p ^ (2 * m)) (∫ (p : ℝ) in 0..2 * π, cos (t * cos p))
⊢ instAddCommMonoid = Field.toSemifield.toDivisionSemiring.toAddCommMonoid
```

The one error is at `funext m`, which needs a goal equating two functions. The goal it met equates two `AddCommMonoid` structures.

`HasSum` takes such a structure as an implicit argument. The statement uses `instAddCommMonoid`, while `h.div_const (2 * π)` brings one derived from the field structure. `convert ... using 1` matched the two `HasSum` statements argument by argument, did not close this equality itself, and left it as the goal on which `funext` then acted.

The repair states the equality of the two series as `key`, so `funext m` has a function equality to work on. After `rw [key]`, `exact h.div_const (2 * π)` compares the whole statements up to definitional equality, and the two structures agree in that sense.

The rewrites inside `key` are also reordered. The old ones were never reached, so the message says nothing about them. The new ones first turn the Bessel term back into coefficient times moment, which leaves `mul_div_assoc` only the quotient on the right to regroup.

As a diff, the version that Lean accepts:

```diff
@@ -82,7 +82,10 @@
     · exact intervalIntegrable_const
     · exact Eventually.of_forall fun p _ => hasSum_precession t (cos p)
-  convert h.div_const (2 * π) using 1
-  funext m
-  rw [intervalIntegral.integral_const_mul, mul_div_assoc, cosCoeff_mul_moment]
+  have key : (fun m : ℕ => (-1) ^ m * (t / 2) ^ (2 * m) / (m ! : ℝ) ^ 2)
+      = fun m : ℕ => (∫ p in (0 : ℝ)..2 * π, cosCoeff t m * cos p ^ (2 * m)) / (2 * π) := by
+    funext m
+    rw [← cosCoeff_mul_moment, intervalIntegral.integral_const_mul, mul_div_assoc]
+  rw [key]
+  exact h.div_const (2 * π)
 
 end
```
